# Site densities bound the coherences and hopping energy of a fermionic one-body density matrix

Put electrons of a single spin direction on two sites, one orbital each, with mean occupations a and b: the off-diagonal element c of their one-body density matrix, which carries the hopping energy, obeys |c|² ≤ ab because the determinant ab − |c|² cannot be negative, so an empty site forces c = 0. The same argument for holes gives |c|² ≤ (1 − a)(1 − b), so a full site forces c = 0 as well, and both bounds hold for every pair of sites on a larger lattice.

In Lean 4 with Mathlib:

```lean
import Mathlib

open Matrix
open scoped ComplexOrder ComplexConjugate

noncomputable section

namespace LatticeDensityCoherence

variable {n : Type*} [DecidableEq n]

/-- A fermionic one-body density matrix: both `γ` (particles) and `1 - γ` (holes) are
positive semidefinite. -/
structure IsDensityMatrix (γ : Matrix n n ℂ) : Prop where
  particles : γ.PosSemidef
  holes : (1 - γ).PosSemidef

/-- The density on site `i`, the diagonal element `γ_ii` read as a real number. -/
def density (γ : Matrix n n ℂ) (i : n) : ℝ := (γ i i).re

omit [DecidableEq n] in
/-- In a positive semidefinite matrix the squared modulus of an element is at most the product
of the two diagonal elements that belong to it. -/
theorem norm_sq_le_diag_mul_diag {A : Matrix n n ℂ} (hA : A.PosSemidef) (i j : n) :
    ‖A i j‖ ^ 2 ≤ (A i i).re * (A j j).re := by
  -- the principal minor on the sites i and j is nonnegative
  have hdet := (hA.submatrix ![i, j]).det_nonneg
  rw [Matrix.det_fin_two] at hdet
  simp only [Matrix.submatrix_apply, Matrix.cons_val_zero, Matrix.cons_val_one] at hdet
  have hji : A j i = star (A i j) := (hA.isHermitian.apply j i).symm
  have him : (A i i).im = 0 := Complex.conj_eq_iff_im.mp (hA.isHermitian.apply i i)
  have hre := (Complex.le_def.mp hdet).1
  rw [hji] at hre
  simp only [Complex.zero_re, Complex.sub_re, Complex.mul_re, Complex.star_def,
    Complex.conj_re, Complex.conj_im, him] at hre
  rw [← Complex.normSq_eq_norm_sq, Complex.normSq_apply]
  linarith

/-- Each site of a one-body density matrix holds between zero and one particle. -/
theorem density_mem_Icc {γ : Matrix n n ℂ} (hγ : IsDensityMatrix γ) (i : n) :
    density γ i ∈ Set.Icc (0 : ℝ) 1 := by
  have h0 := (Complex.le_def.mp (hγ.particles.diag_nonneg (i := i))).1
  have h1 := (Complex.le_def.mp (hγ.holes.diag_nonneg (i := i))).1
  simp only [Matrix.sub_apply, Matrix.one_apply_eq, Complex.zero_re, Complex.sub_re,
    Complex.one_re] at h0 h1
  exact ⟨h0, by unfold density; linarith⟩

/-- In a one-body density matrix, the coherence between two different sites is limited by their
densities, through the particles and through the holes:
`|γ_ij|² ≤ min (ρ_i ρ_j) ((1 - ρ_i) (1 - ρ_j))`. -/
theorem coherence_le {γ : Matrix n n ℂ} (hγ : IsDensityMatrix γ) {i j : n} (hij : i ≠ j) :
    ‖γ i j‖ ^ 2 ≤
      min (density γ i * density γ j) ((1 - density γ i) * (1 - density γ j)) := by
  refine le_min (norm_sq_le_diag_mul_diag hγ.particles i j) ?_
  -- off the diagonal, 1 - γ and γ differ only in sign
  have h := norm_sq_le_diag_mul_diag hγ.holes i j
  simpa [density, Matrix.sub_apply, Matrix.one_apply, hij] using h

/-- In a one-body density matrix, a site that is empty or full has no coherence with any other site.
-/
theorem coherence_eq_zero {γ : Matrix n n ℂ} (hγ : IsDensityMatrix γ) {i j : n} (hij : i ≠ j)
    (hi : density γ i = 0 ∨ density γ i = 1) : γ i j = 0 := by
  have hb := coherence_le hγ hij
  have h0 : ‖γ i j‖ ^ 2 ≤ 0 := by
    rcases hi with h | h
    · have h' := hb.trans (min_le_left _ _)
      rwa [h, zero_mul] at h'
    · have h' := hb.trans (min_le_right _ _)
      rwa [h, sub_self, zero_mul] at h'
  exact norm_eq_zero.mp ((pow_eq_zero_iff two_ne_zero).mp (le_antisymm h0 (sq_nonneg _)))

variable [Fintype n]

/-- The hopping energy of site `i` for hopping amplitudes `t`: the terms of `tr (t γ)` that
connect `i` with the other sites. -/
def siteHopping (t γ : Matrix n n ℂ) (i : n) : ℂ :=
  ∑ j ∈ Finset.univ.erase i, (t i j * γ j i + t j i * γ i j)

/-- In a one-body density matrix, a site that is empty or full carries no hopping energy, whatever
the hopping amplitudes. -/
theorem siteHopping_eq_zero (t : Matrix n n ℂ) {γ : Matrix n n ℂ} (hγ : IsDensityMatrix γ)
    {i : n} (hi : density γ i = 0 ∨ density γ i = 1) : siteHopping t γ i = 0 := by
  unfold siteHopping
  refine Finset.sum_eq_zero fun j hj => ?_
  have hij : γ i j = 0 := coherence_eq_zero hγ (Finset.ne_of_mem_erase hj).symm hi
  have hji : γ j i = 0 := by
    rw [← hγ.particles.isHermitian.apply j i, hij, star_zero]
  rw [hij, hji, mul_zero, mul_zero, add_zero]

/-- For a one-body density matrix and Hermitian hopping amplitudes, the densities and the moduli of
the amplitudes bound the magnitude of the hopping energy of a site. -/
theorem norm_siteHopping_le {t γ : Matrix n n ℂ} (ht : t.IsHermitian)
    (hγ : IsDensityMatrix γ) (i : n) :
    ‖siteHopping t γ i‖ ≤ 2 * ∑ j ∈ Finset.univ.erase i, ‖t i j‖ *
      √(min (density γ i * density γ j) ((1 - density γ i) * (1 - density γ j))) := by
  unfold siteHopping
  rw [Finset.mul_sum]
  refine (norm_sum_le _ _).trans (Finset.sum_le_sum fun j hj => ?_)
  have hb := Real.le_sqrt_of_sq_le (coherence_le hγ (Finset.ne_of_mem_erase hj).symm)
  have h1 : ‖γ j i‖ = ‖γ i j‖ := by
    rw [← hγ.particles.isHermitian.apply j i, norm_star]
  have h2 : ‖t j i‖ = ‖t i j‖ := by
    rw [← ht.apply j i, norm_star]
  calc ‖t i j * γ j i + t j i * γ i j‖
      ≤ ‖t i j * γ j i‖ + ‖t j i * γ i j‖ := norm_add_le _ _
    _ = 2 * (‖t i j‖ * ‖γ i j‖) := by rw [norm_mul, norm_mul, h1, h2]; ring
    _ ≤ _ := by gcongr

/-- The Hermitian matrix of a two-site lattice with densities `a`, `b` and coherence `c`. -/
def dimer (a b : ℝ) (c : ℂ) : Matrix (Fin 2) (Fin 2) ℂ :=
  !![(a : ℂ), c; conj c, (b : ℂ)]

/-- The two-site matrix is positive semidefinite if its diagonal elements are nonnegative and
`|c|² ≤ a b`. -/
theorem posSemidef_dimer {a b : ℝ} {c : ℂ} (ha : 0 ≤ a) (hb : 0 ≤ b)
    (hc : ‖c‖ ^ 2 ≤ a * b) : (dimer a b c).PosSemidef := by
  refine Matrix.PosSemidef.of_dotProduct_mulVec_nonneg
    (Matrix.IsHermitian.ext fun i j => ?_) fun x => ?_
  · fin_cases i <;> fin_cases j <;> simp [dimer]
  · have hform : star x ⬝ᵥ dimer a b c *ᵥ x =
        ((a * Complex.normSq (x 0) + b * Complex.normSq (x 1)
          + 2 * (conj (x 0) * c * x 1).re : ℝ) : ℂ) := by
      apply Complex.ext <;>
        simp [dimer, Matrix.mulVec, dotProduct, Fin.sum_univ_two, Complex.normSq_apply] <;>
        ring
    rw [hform]
    apply Complex.zero_le_real.mpr
    -- the cross term is dominated by the two diagonal terms
    have hz := Complex.re_sq_le_normSq (conj (x 0) * c * x 1)
    rw [Complex.normSq_mul, Complex.normSq_mul, Complex.normSq_conj] at hz
    have hP := Complex.normSq_nonneg (x 0)
    have hQ := Complex.normSq_nonneg (x 1)
    rw [← Complex.normSq_eq_norm_sq] at hc
    have h1 := mul_le_mul_of_nonneg_left hc (mul_nonneg hP hQ)
    have hsq : (2 * (conj (x 0) * c * x 1).re) ^ 2 ≤
        (a * Complex.normSq (x 0) + b * Complex.normSq (x 1)) ^ 2 := by
      nlinarith [sq_nonneg (a * Complex.normSq (x 0) - b * Complex.normSq (x 1))]
    linarith [(abs_le_of_sq_le_sq' hsq
      (add_nonneg (mul_nonneg ha hP) (mul_nonneg hb hQ))).1]

/-- The two-site matrix `dimer a b c` is a one-body density matrix exactly when `a` and `b` lie in
`[0, 1]` and `|c|² ≤ min (a b) ((1 - a) (1 - b))`. -/
theorem isDensityMatrix_dimer_iff {a b : ℝ} {c : ℂ} :
    IsDensityMatrix (dimer a b c) ↔ a ∈ Set.Icc (0 : ℝ) 1 ∧ b ∈ Set.Icc (0 : ℝ) 1 ∧
      ‖c‖ ^ 2 ≤ min (a * b) ((1 - a) * (1 - b)) := by
  constructor
  · intro h
    have h0 := density_mem_Icc h 0
    have h1 := density_mem_Icc h 1
    have h2 := coherence_le h (i := 0) (j := 1) (by decide)
    exact ⟨by simpa [density, dimer] using h0, by simpa [density, dimer] using h1,
      by simpa [density, dimer] using h2⟩
  · rintro ⟨ha, hb, hc⟩
    -- exchanging particles and holes gives a matrix of the same form
    have hsub : 1 - dimer a b c = dimer (1 - a) (1 - b) (-c) := by
      ext i j
      fin_cases i <;> fin_cases j <;> simp [dimer]
    refine ⟨posSemidef_dimer ha.1 hb.1 (hc.trans (min_le_left _ _)), ?_⟩
    rw [hsub]
    exact posSemidef_dimer (sub_nonneg.2 ha.2) (sub_nonneg.2 hb.2)
      (by rw [norm_neg]; exact hc.trans (min_le_right _ _))

/-- The bound is sharp: for any two densities in `[0, 1]` there is a two-site density matrix,
given here explicitly, whose coherence attains it. -/
theorem coherence_bound_attained {a b : ℝ} (ha : a ∈ Set.Icc (0 : ℝ) 1)
    (hb : b ∈ Set.Icc (0 : ℝ) 1) :
    IsDensityMatrix (dimer a b (√(min (a * b) ((1 - a) * (1 - b))) : ℝ)) ∧
      ‖dimer a b (√(min (a * b) ((1 - a) * (1 - b))) : ℝ) 0 1‖ ^ 2 =
        min (a * b) ((1 - a) * (1 - b)) := by
  have hm : 0 ≤ min (a * b) ((1 - a) * (1 - b)) :=
    le_min (mul_nonneg ha.1 hb.1) (mul_nonneg (sub_nonneg.2 ha.2) (sub_nonneg.2 hb.2))
  have hn : ‖((√(min (a * b) ((1 - a) * (1 - b))) : ℝ) : ℂ)‖ ^ 2 =
      min (a * b) ((1 - a) * (1 - b)) := by
    rw [Complex.norm_real, Real.norm_eq_abs, sq_abs, Real.sq_sqrt hm]
  exact ⟨isDensityMatrix_dimer_iff.mpr ⟨ha, hb, hn.le⟩, hn⟩

end LatticeDensityCoherence
```

```lean
#print axioms LatticeDensityCoherence.siteHopping_eq_zero
#print axioms LatticeDensityCoherence.norm_siteHopping_le
#print axioms LatticeDensityCoherence.coherence_bound_attained
```

```
'LatticeDensityCoherence.siteHopping_eq_zero' depends on axioms: [propext, Classical.choice, Quot.sound]
'LatticeDensityCoherence.norm_siteHopping_le' depends on axioms: [propext, Classical.choice, Quot.sound]
'LatticeDensityCoherence.coherence_bound_attained' depends on axioms: [propext, Classical.choice, Quot.sound]
```

## What the densities determine

Let γ be the one-body density matrix and ρ_i = γ_ii the density on site i. The off-diagonal element γ_ij is called the coherence between i and j. The main theorem, `coherence_le`, says that for i ≠ j

|γ_ij|² ≤ B_ij, where B_ij = min(ρ_i ρ_j, (1 − ρ_i)(1 − ρ_j)).

The particle product is the smaller one when ρ_i + ρ_j ≤ 1, and the hole product when ρ_i + ρ_j ≥ 1. Two sites with density 0.9 each, for example, have a coherence of at most 0.1 in modulus, although the particle product alone would allow 0.9.

If ρ_i is 0 or 1, then B_ij = 0 for every other site j. All coherences of site i vanish (`coherence_eq_zero`), and so does its hopping energy (`siteHopping_eq_zero`). For intermediate densities, `norm_siteHopping_le` bounds the hopping energy by the densities and the hopping amplitudes. In lattice density functional theory this limits the hopping energy compatible with a prescribed density on a finite lattice; it gives no information about the interaction energy.

## Fermions as two positivity conditions

The type `n` labels the sites, or more generally orthonormal spin orbitals. It may be infinite for the coherence bound and is finite where hopping energies are summed. The structure `IsDensityMatrix` requires that γ and 1 − γ be positive semidefinite, which in Mathlib includes being Hermitian. Physically, no orbital, localised or delocalised, holds fewer than zero or more than one fermion on average. A spin-summed density matrix, whose occupations can reach 2, need not satisfy the second condition, but each of its two spin components does, and so does half of the spin-summed matrix.

The function `density` takes the real part of γ_ii, which loses nothing because the diagonal of a Hermitian matrix is real. The hopping energy of site i is

T_i = Σ_{j ≠ i} (t_ij γ_ji + t_ji γ_ij),

written `siteHopping t γ i`. Here t_ij is the matrix element of the one-body Hamiltonian, so a Hubbard model written with −t has the minus sign inside it. Each T_i contains the full energy of every bond at i, and adding the T_i over all sites therefore counts each bond twice. The vanishing of T_i holds for any complex matrix t; the bound for general densities assumes that t is Hermitian.

The step from a many-electron state to this model is the claim that its matrix γ_ij = ⟨c_j† c_i⟩ satisfies the two conditions, where c_i† and c_i create and annihilate a fermion on site i. An alternative formulation would start from a state on Fock space and derive them. With A = Σ_i x_i* c_i, the quadratic forms of γ and 1 − γ at the vector x are ⟨A†A⟩ and ⟨AA†⟩, both nonnegative. The bounds would stay the same, for interacting states too, but the formalisation would need the fermionic operator algebra.

## One determinant for particles, one for holes

Let A now be any positive semidefinite matrix. Its restriction to the sites i and j is again positive semidefinite, so its determinant is nonnegative:

A_ii A_jj − A_ij A_ji ≥ 0.

Since A_ji = A_ij*, this reads |A_ij|² ≤ A_ii A_jj. That is `norm_sq_le_diag_mul_diag`: the restriction is `hA.submatrix ![i, j]`, `Matrix.det_fin_two` expands the determinant, and the remaining lines pass to real parts.

Taking A = γ gives |γ_ij|² ≤ ρ_i ρ_j. Taking A = 1 − γ, whose diagonal elements are 1 − ρ_i and whose off-diagonal elements are −γ_ij, gives |γ_ij|² ≤ (1 − ρ_i)(1 − ρ_j). In `coherence_le`, `le_min` joins the two. The nonnegative diagonals of the same two matrices give 0 ≤ ρ_i ≤ 1, which is `density_mem_Icc`.

At ρ_i = 0 the first product vanishes, and at ρ_i = 1 the second does; either way γ_ij = 0, and γ_ji = γ_ij* = 0. Every term of T_i is then zero. For general densities and Hermitian t, the triangle inequality with |γ_ji| = |γ_ij| and |t_ji| = |t_ij| gives

|t_ij γ_ji + t_ji γ_ij| ≤ 2 |t_ij| |γ_ij| ≤ 2 |t_ij| √B_ij,

and summing over j ≠ i yields |T_i| ≤ 2 Σ_{j ≠ i} |t_ij| √B_ij. The `calc` block carries out this estimate for each bond.

## Two sites reach the bound

The matrix `dimer a b c` has diagonal a, b and off-diagonal elements c, c*. Suppose a, b ≥ 0 and |c|² ≤ ab. For a vector (x_0, x_1), write P = |x_0|², Q = |x_1|² and r = Re(x_0* c x_1). The quadratic form is aP + bQ + 2r, and

(2r)² ≤ 4|c|²PQ ≤ 4abPQ ≤ (aP + bQ)²,

where the last step uses (aP − bQ)² ≥ 0. Hence 2r ≥ −(aP + bQ), and the form is nonnegative. This is `posSemidef_dimer`.

Exchanging particles and holes turns the dimer (a, b, c) into (1 − a, 1 − b, −c), so the same lemma handles 1 − γ. With the earlier bounds for the other direction, `isDensityMatrix_dimer_iff` follows: a two-site matrix of this form is a density matrix exactly when a and b lie in [0, 1] and |c|² ≤ min(ab, (1 − a)(1 − b)). Choosing c as the square root of the right-hand side attains the bound for every such a and b (`coherence_bound_attained`). The trace a + b is the mean number of particles on the two sites; if it is not an integer, their particle number is not fixed, as can happen when they are part of a larger lattice.

With three sites the pairwise bounds no longer suffice for admissibility. If all densities are 1/2 and all coherences −1/2, every pair meets its bound, yet the vector (1, 1, 1) has eigenvalue −1/2.
